# With one open channel, finite strong-coupling limits of resonances are real roots of a degree $N-1$ polynomial

In a sweep to strong coupling, an eigenvalue solver works on a matrix whose norm grows with the coupling, and its rounding errors can grow too. Some resonances may stay at moderate energies and become long-lived, which is called resonance trapping. A reference that is independent of the coupling strength gives one check on the computed values.

## The secular equation

Let the closed system have a Hermitian $N\times N$ Hamiltonian $H$. One open channel couples to it through a nonzero vector $w$ with real strength $g$. The resonances are the eigenvalues of $H_{\rm eff}=H-ig\,ww^\dagger$; factors such as $\pi$ or $1/2$ found in textbooks are absorbed in $g$. For every complex energy $x$,

$$\det(x-H+ig\,ww^\dagger)=\det(x-H)+ig\,p(x),\qquad p(x)=w^\dagger\operatorname{adj}(x-H)\,w .$$

The polynomial $p$, here called the trapping polynomial, has degree $N-1$, leading coefficient $w^\dagger w$ and only real roots. If resonances converge to a finite $z$ as $g\to\infty$, then $p(z)=0$.

## Checking a sweep in the coupling

In quantum transport codes, $H_{\rm eff}$ can describe a finite device with a single one-mode lead in the wide-band limit, where the coupling does not depend on energy. Two leads with one mode each have in general two different coupling vectors, which is not covered here. For the single channel, the roots of $p$ can be computed once and compared with the resonances that stay at moderate energies at large $g$. In an orthonormal basis whose first vector is parallel to $w$, these roots are the eigenvalues of $H$ with its first row and column removed. At finite $g\neq0$, a resonance $x$ that is not an eigenvalue of $H$ satisfies $w^\dagger(x-H)^{-1}w=i/g$, which takes one linear solve to check.

## From a rank-one update to real limits

**Determinant.** Let $A=x-H$ be invertible. Then $A+ig\,ww^\dagger=A(1+ig\,A^{-1}ww^\dagger)$. Since $\det(1+ab^\dagger)=1+b^\dagger a$ and $\operatorname{adj}A=(\det A)A^{-1}$,

$$\det(A+ig\,ww^\dagger)=\det A\,(1+ig\,w^\dagger A^{-1}w)=\det A+ig\,w^\dagger\operatorname{adj}(A)\,w .$$

Both sides are polynomials in $x$ that agree except possibly at the finitely many eigenvalues of $H$, so they agree everywhere.

**Degree.** At $g=1$, $ip(x)=\det(x-H_{\rm eff})-\det(x-H)$. The terms $x^N$ cancel. The coefficient of $x^{N-1}$ on the right is $-\operatorname{tr}H_{\rm eff}+\operatorname{tr}H=i\,w^\dagger w$, so that of $p$ is $w^\dagger w\neq0$.

**Real roots.** Let $\operatorname{Im}z\neq0$. If $((z-H)v)^\dagger v=0$, then $\bar z\,v^\dagger v=v^\dagger Hv$. The right side is real, so $v=0$. In particular $z-H$ has no kernel, and $d=\det(z-H)\neq0$. Now suppose $p(z)=0$ and put $v=\operatorname{adj}(z-H)w$. Then $(z-H)v=dw$ and $((z-H)v)^\dagger v=\bar d\,p(z)=0$. Hence $v=0$ and $dw=0$, which contradicts $w\neq0$.

**Strong coupling.** Let $x_k$ be a resonance at $g_k$, with $g_k\to\infty$ and $x_k\to z$. The secular equation gives $p(x_k)=i\det(x_k-H)/g_k\to0$. By continuity $p(z)=0$, so $z$ is real.

In Lean 4 with Mathlib:

```lean
import Mathlib

open Matrix Polynomial Filter Topology
open scoped ComplexOrder

namespace ResonanceTrapping

noncomputable section

variable {n : Type*} [Fintype n] [DecidableEq n]

/-- The effective Hamiltonian `H - i g w wᴴ` of a system coupled with strength `g` to one
open channel through the vector `w`. -/
def effH (H : Matrix n n ℂ) (w : n → ℂ) (g : ℝ) : Matrix n n ℂ :=
  H - (Complex.I * g) • vecMulVec w (star w)

/-- The trapping polynomial `p = wᴴ adj(X - H) w`. -/
def trapPoly (H : Matrix n n ℂ) (w : n → ℂ) : ℂ[X] :=
  (fun i => C (star (w i))) ⬝ᵥ (charmatrix H).adjugate *ᵥ (fun i => C (w i))

/-- The value of the trapping polynomial at `x` is `wᴴ adj(x - H) w`. -/
theorem eval_trapPoly (H : Matrix n n ℂ) (w : n → ℂ) (x : ℂ) :
    (trapPoly H w).eval x = star w ⬝ᵥ (x • 1 - H).adjugate *ᵥ w := by
  have h := (evalRingHom x).map_adjugate (charmatrix H)
  have h2 : (evalRingHom x).mapMatrix (charmatrix H) = x • 1 - H := by
    ext i j
    by_cases hij : i = j <;> simp [hij]
  rw [h2] at h
  rw [← h]
  simp [trapPoly, dotProduct, Matrix.mulVec, eval_finsetSum]

/-- The characteristic polynomial of `M` at `x` is `det(x - M)`. -/
theorem eval_charpoly_eq (M : Matrix n n ℂ) (x : ℂ) :
    M.charpoly.eval x = (x • 1 - M).det := by
  rw [Matrix.eval_charpoly, Matrix.scalar_apply, Matrix.smul_one_eq_diagonal]

/-- A rank-one change `u vᵀ` of an invertible matrix `A` changes its determinant by
`vᵀ adj(A) u`. -/
theorem det_add_rank_one (A : Matrix n n ℂ) (hA : A.det ≠ 0) (u v : n → ℂ) :
    (A + vecMulVec u v).det = A.det + v ⬝ᵥ A.adjugate *ᵥ u := by
  have h : A + vecMulVec u v = A * (1 + vecMulVec (A⁻¹ *ᵥ u) v) := by
    rw [mul_add, mul_one, Matrix.mul_vecMulVec, Matrix.mulVec_mulVec,
      Matrix.mul_nonsing_inv A hA.isUnit, Matrix.one_mulVec]
  rw [h, Matrix.det_mul, Matrix.vecMulVec_eq Unit,
    Matrix.det_one_add_replicateCol_mul_replicateRow, mul_add, mul_one, Matrix.inv_def,
    Ring.inverse_eq_inv', Matrix.smul_mulVec, dotProduct_smul, smul_eq_mul,
    mul_inv_cancel_left₀ hA]

/-- The characteristic polynomial of the effective Hamiltonian is that of `H` plus `i g`
times the trapping polynomial. -/
theorem charpoly_effH (H : Matrix n n ℂ) (w : n → ℂ) (g : ℝ) :
    (effH H w g).charpoly = H.charpoly + C (Complex.I * g) * trapPoly H w := by
  -- after multiplication by `det(X - H)` only points with `x - H` invertible matter
  apply mul_left_cancel₀ H.charpoly_monic.ne_zero
  apply Polynomial.funext
  intro x
  rw [eval_mul, eval_mul]
  by_cases h : H.charpoly.eval x = 0
  · rw [h, zero_mul, zero_mul]
  · congr 1
    rw [eval_charpoly_eq] at h
    have hx : x • 1 - effH H w g
        = (x • 1 - H) + vecMulVec ((Complex.I * g) • w) (star w) := by
      ext i j
      simp only [effH, Matrix.sub_apply, Matrix.add_apply, Matrix.smul_apply,
        vecMulVec_apply, Pi.smul_apply, smul_eq_mul]
      ring
    rw [eval_add, eval_mul, eval_C, eval_charpoly_eq, eval_charpoly_eq, eval_trapPoly, hx,
      det_add_rank_one _ h, Matrix.mulVec_smul, dotProduct_smul, smul_eq_mul]

/-- Secular equation: `det(x - H + i g w wᴴ) = det(x - H) + i g wᴴ adj(x - H) w`
for every complex energy `x`. -/
theorem secular_equation (H : Matrix n n ℂ) (w : n → ℂ) (g : ℝ) (x : ℂ) :
    (x • 1 - H + (Complex.I * g) • vecMulVec w (star w)).det
      = (x • 1 - H).det + Complex.I * g * (star w ⬝ᵥ (x • 1 - H).adjugate *ᵥ w) := by
  have h := congrArg (Polynomial.eval x) (charpoly_effH H w g)
  rw [eval_add, eval_mul, eval_C, eval_charpoly_eq, eval_charpoly_eq, eval_trapPoly] at h
  rw [← h, effH, sub_sub_eq_add_sub, add_sub_right_comm]

/-- For a nonzero coupling vector the trapping polynomial has degree `N - 1` and leading
coefficient `wᴴ w`. -/
theorem natDegree_trapPoly (H : Matrix n n ℂ) {w : n → ℂ} (hw : w ≠ 0) :
    (trapPoly H w).natDegree = Fintype.card n - 1 ∧
      (trapPoly H w).leadingCoeff = star w ⬝ᵥ w := by
  obtain ⟨i, -⟩ := Function.ne_iff.mp hw
  have : Nonempty n := ⟨i⟩
  have hk : ∀ k, (effH H w 1).charpoly.coeff k
      = H.charpoly.coeff k + Complex.I * (trapPoly H w).coeff k := by
    intro k
    rw [charpoly_effH, coeff_add, coeff_C_mul, Complex.ofReal_one, mul_one]
  -- the subleading coefficient is fixed by the traces
  have hc : (trapPoly H w).coeff (Fintype.card n - 1) = star w ⬝ᵥ w := by
    have h1 := hk (Fintype.card n - 1)
    have h2 := Matrix.trace_eq_neg_charpoly_coeff (effH H w 1)
    have h3 := Matrix.trace_eq_neg_charpoly_coeff H
    have h4 : (effH H w 1).trace = H.trace - Complex.I * (star w ⬝ᵥ w) := by
      rw [effH, Matrix.trace_sub, Matrix.trace_smul, Matrix.trace_vecMulVec,
        dotProduct_comm, Complex.ofReal_one, mul_one, smul_eq_mul]
    apply mul_left_cancel₀ Complex.I_ne_zero
    linear_combination -h1 + h2 - h3 - h4
  -- both characteristic polynomials are monic of degree `N`
  have hM : ∀ (M : Matrix n n ℂ) (k : ℕ), Fintype.card n ≤ k →
      M.charpoly.coeff k = if k = Fintype.card n then 1 else 0 := by
    intro M k hle
    split_ifs with hkn
    · have h := M.charpoly_monic.coeff_natDegree
      rwa [Matrix.charpoly_natDegree_eq_dim, ← hkn] at h
    · apply coeff_eq_zero_of_natDegree_lt
      rw [Matrix.charpoly_natDegree_eq_dim]
      omega
  have hle : (trapPoly H w).natDegree ≤ Fintype.card n - 1 := by
    rw [natDegree_le_iff_coeff_eq_zero]
    intro k hlt
    have h := hk k
    rw [hM _ k (by omega), hM _ k (by omega)] at h
    apply mul_left_cancel₀ Complex.I_ne_zero
    linear_combination -h
  have hS : star w ⬝ᵥ w ≠ 0 := fun h => hw (dotProduct_star_self_eq_zero.mp h)
  have hdeg := natDegree_eq_of_le_of_coeff_ne_zero hle (by rw [hc]; exact hS)
  exact ⟨hdeg, by rw [leadingCoeff, hdeg, hc]⟩

/-- For Hermitian `H` and `z` off the real axis, a vector `v` orthogonal to `(z - H) v`
vanishes. -/
theorem eq_zero_of_orthogonal {H : Matrix n n ℂ} (hH : H.IsHermitian) {z : ℂ}
    (hz : z.im ≠ 0) {v : n → ℂ} (h : star ((z • 1 - H) *ᵥ v) ⬝ᵥ v = 0) : v = 0 := by
  have hs : ∀ a b : n → ℂ, star (star a ⬝ᵥ b) = star b ⬝ᵥ a := by
    intro a b
    simp [dotProduct, mul_comm]
  have hq : star (H *ᵥ v) ⬝ᵥ v = star v ⬝ᵥ H *ᵥ v := by
    rw [Matrix.star_mulVec, hH.eq, ← Matrix.dotProduct_mulVec]
  rw [Matrix.sub_mulVec, Matrix.smul_mulVec, Matrix.one_mulVec, star_sub, star_smul,
    sub_dotProduct, smul_dotProduct, smul_eq_mul] at h
  -- subtract the complex conjugate equation
  have h' := congrArg star h
  rw [star_sub, star_mul', star_star, hs, hs, star_zero] at h'
  have hS : (star z - z) * (star v ⬝ᵥ v) = 0 := by
    linear_combination h - h' + hq
  rcases mul_eq_zero.mp hS with h0 | h0
  · exact absurd (Complex.conj_eq_iff_im.mp (sub_eq_zero.mp h0)) hz
  · exact dotProduct_star_self_eq_zero.mp h0

/-- For Hermitian `H` and nonzero `w` every root of the trapping polynomial is real. -/
theorem trapPoly_root_real {H : Matrix n n ℂ} (hH : H.IsHermitian) {w : n → ℂ}
    (hw : w ≠ 0) {z : ℂ} (hz : (trapPoly H w).IsRoot z) : z.im = 0 := by
  by_contra him
  have hdet : (z • 1 - H).det ≠ 0 := by
    intro h0
    obtain ⟨v, hv, hv0⟩ := Matrix.exists_mulVec_eq_zero_iff.mpr h0
    exact hv (eq_zero_of_orthogonal hH him (by rw [hv0, star_zero, zero_dotProduct]))
  have hp : star w ⬝ᵥ (z • 1 - H).adjugate *ᵥ w = 0 := by
    rw [← eval_trapPoly]
    exact hz
  have hv : (z • 1 - H) *ᵥ ((z • 1 - H).adjugate *ᵥ w) = (z • 1 - H).det • w := by
    rw [Matrix.mulVec_mulVec, Matrix.mul_adjugate, Matrix.smul_mulVec, Matrix.one_mulVec]
  have h0 := eq_zero_of_orthogonal hH him (v := (z • 1 - H).adjugate *ᵥ w)
    (by rw [hv, star_smul, smul_dotProduct, hp, smul_zero])
  rw [h0, Matrix.mulVec_zero] at hv
  exact (smul_ne_zero hdet hw) hv.symm

/-- Strong-coupling limits: for Hermitian `H` and nonzero `w`, if eigenvalues of the effective
Hamiltonian converge to `z` along couplings that tend to infinity, then `z` is a root of the
trapping polynomial and is real. -/
theorem strong_coupling_limit {H : Matrix n n ℂ} (hH : H.IsHermitian) {w : n → ℂ}
    (hw : w ≠ 0) {g : ℕ → ℝ} {x : ℕ → ℂ} {z : ℂ}
    (hg : Tendsto g atTop atTop) (hx : Tendsto x atTop (𝓝 z))
    (hroot : ∀ k, (effH H w (g k)).charpoly.IsRoot (x k)) :
    (trapPoly H w).IsRoot z ∧ z.im = 0 := by
  have hinv : Tendsto (fun k => ((g k : ℂ))⁻¹) atTop (𝓝 0) := by
    have h := (Complex.continuous_ofReal.tendsto 0).comp (tendsto_inv_atTop_zero.comp hg)
    simpa [Function.comp_def] using h
  have hD : Tendsto (fun k => H.charpoly.eval (x k)) atTop (𝓝 (H.charpoly.eval z)) :=
    (H.charpoly.continuous.tendsto z).comp hx
  have hp : Tendsto (fun k => (trapPoly H w).eval (x k)) atTop
      (𝓝 ((trapPoly H w).eval z)) :=
    ((trapPoly H w).continuous.tendsto z).comp hx
  have hlim := (hD.const_mul Complex.I).mul hinv
  rw [mul_zero] at hlim
  -- the secular equation divided by the coupling
  have heq : (fun k => Complex.I * H.charpoly.eval (x k) * ((g k : ℂ))⁻¹)
      =ᶠ[atTop] fun k => (trapPoly H w).eval (x k) := by
    filter_upwards [hg.eventually_gt_atTop 0] with k hk
    have hk0 : (g k : ℂ) ≠ 0 := Complex.ofReal_ne_zero.mpr hk.ne'
    have h : (effH H w (g k)).charpoly.eval (x k) = 0 := hroot k
    rw [charpoly_effH, eval_add, eval_mul, eval_C] at h
    have h2 : Complex.I * H.charpoly.eval (x k) = (trapPoly H w).eval (x k) * g k := by
      linear_combination Complex.I * h - g k * (trapPoly H w).eval (x k) * Complex.I_sq
    rw [h2, mul_inv_cancel_right₀ hk0]
  have hz : (trapPoly H w).IsRoot z := tendsto_nhds_unique hp (hlim.congr' heq)
  exact ⟨hz, trapPoly_root_real hH hw hz⟩

end

end ResonanceTrapping
```

```lean
#print axioms ResonanceTrapping.secular_equation
#print axioms ResonanceTrapping.natDegree_trapPoly
#print axioms ResonanceTrapping.strong_coupling_limit
```

```
'ResonanceTrapping.secular_equation' depends on axioms: [propext, Classical.choice, Quot.sound]
'ResonanceTrapping.natDegree_trapPoly' depends on axioms: [propext, Classical.choice, Quot.sound]
'ResonanceTrapping.strong_coupling_limit' depends on axioms: [propext, Classical.choice, Quot.sound]
```

## Convergent sequences, one channel, finite $N$

The type `n` labels the $N$ basis states, `effH` is $H_{\rm eff}$, and `trapPoly` is $p$ as a polynomial, with values given by `eval_trapPoly`. A resonance is a root of `(effH H w g).charpoly`.

`secular_equation` holds for any complex matrix $H$. It comes from `charpoly_effH`, which multiplies by the characteristic polynomial of $H$, so that only points where `det_add_rank_one` applies matter, and then cancels that factor. `natDegree_trapPoly` compares traces and needs only `w ≠ 0`. `trapPoly_root_real` also needs `H.IsHermitian`; its lemma `eq_zero_of_orthogonal` subtracts the conjugate equation to isolate $\operatorname{Im}z$.

Normality of $H$ would not be enough for real roots: $H=\operatorname{diag}(0,-2i)$ and $w=(1,1)$ give $p(x)=2x+2i$, with root $-i$.

In `strong_coupling_limit` the convergence of `x` is a hypothesis (`hx`). The theorem does not say how many resonances stay bounded, how fast they converge, or that each root of $p$ is approached. For $N=1$, $p$ is a nonzero constant, so no finite limit exists.

The step left to the user is physical: replacing the open system by an $H_{\rm eff}$ whose coupling does not depend on energy and which includes no level shift from the channel. The theorems concern complex numbers and give no bound on rounding errors.
